# Heating the electrons at fixed Hamiltonian and electron number never lowers the total off-diagonal ICOHP when all on-site energies are equal

Let $H$ be a real symmetric one-electron Hamiltonian in a finite orthonormal orbital basis, with orbitals labelled $i,j$ and eigenvalues (levels) $\varepsilon_k$. Temperature $T$ is measured in energy units, so it stands for $k_BT$, and each level holds up to two electrons. The integrated crystal orbital Hamilton population (ICOHP) of an ordered pair $i\neq j$ is $P_{ij}H_{ji}$, where $P$ is the density matrix. Negative values mean bonding, so an increase of the total means weaker net bonding.

```lean
import Mathlib

open Matrix Filter Topology

namespace FermiSmearingICOHP

noncomputable section

variable {n : Type*} [Fintype n] [DecidableEq n] {H : Matrix n n ℝ}
```

The type `n` is the finite set of orbitals, and `H : Matrix n n ℝ` is a real matrix indexed by it.

```lean
/-- Fermi occupation of a level `e` at temperature `T ≠ 0` (in energy units) and chemical
potential `μ`. -/
def fermi (T μ e : ℝ) : ℝ := (Real.exp ((e - μ) / T) + 1)⁻¹
```

This is the Fermi function
$$f_{T,\mu}(e)=\frac{1}{e^{(e-\mu)/T}+1}.$$

```lean
/-- Density matrix of the symmetric Hamiltonian `H` at temperature `T ≠ 0`: each eigenvector
of `H` holds two electrons times its Fermi occupation. -/
def density (hH : H.IsHermitian) (T μ : ℝ) : Matrix n n ℝ :=
  (hH.eigenvectorUnitary : Matrix n n ℝ) *
    diagonal (fun k => 2 * fermi T μ (hH.eigenvalues k)) *
    star (hH.eigenvectorUnitary : Matrix n n ℝ)
```

The hypothesis `hH : H.IsHermitian` says, for a real matrix, that $H$ is symmetric. It supplies an orthogonal matrix $U$ whose columns are normalised eigenvectors, and `star` is the transpose here. The definition reads
$$P=U\,\mathrm{diag}\big(2f_{T,\mu}(\varepsilon_k)\big)\,U^{\mathsf T}.$$

```lean
/-- Total off-diagonal ICOHP: the sum of `P i j * H j i` over all ordered pairs of distinct
orbitals. -/
def icohp (H P : Matrix n n ℝ) : ℝ := ∑ i, ∑ j ∈ Finset.univ.erase i, P i j * H j i
```

The inner sum runs over all orbitals except $i$. Each pair of distinct orbitals is therefore counted twice, once as $(i,j)$ and once as $(j,i)$. Pairs of orbitals on the same atom, if there are any, are included.

## Separating off the on-site energy

```lean
/-- The total off-diagonal ICOHP is `tr(PH)` minus its on-site part. -/
theorem icohp_eq_trace_sub (H P : Matrix n n ℝ) :
    icohp H P = trace (P * H) - ∑ i, P i i * H i i := by
  unfold icohp
  rw [Matrix.trace, ← Finset.sum_sub_distrib]
  refine Finset.sum_congr rfl fun i _ => ?_
  rw [Finset.sum_erase_eq_sub (Finset.mem_univ i), Matrix.diag_apply, Matrix.mul_apply]
```

Since $\mathrm{tr}(PH)=\sum_i\sum_j P_{ij}H_{ji}$, removing the terms with $j=i$ gives
$$\mathrm{ICOHP}=\mathrm{tr}(PH)-\sum_i P_{ii}H_{ii}.$$
The proof does this row by row: `Finset.sum_erase_eq_sub` turns the sum without $i$ into the full sum minus one term.

## Fermi functions at two different temperatures cross once

```lean
/-- One Fermi occupation is smaller than another exactly when its reduced energy
`(e - μ) / T` is larger. -/
theorem fermi_lt_iff (T μ e T' μ' e' : ℝ) :
    fermi T μ e < fermi T' μ' e' ↔ (e' - μ') / T' < (e - μ) / T := by
  unfold fermi
  rw [inv_lt_inv₀ (by positivity) (by positivity), add_lt_add_iff_right, Real.exp_lt_exp]
```

The map $x\mapsto 1/(e^x+1)$ is strictly decreasing, so comparing two occupations amounts to comparing their reduced energies $(e-\mu)/T$ in the opposite order. The rewriting undoes the inverse, the added 1 and the exponential in turn.

```lean
/-- Fermi functions at temperatures `0 < T₁ < T₂` cross at a single energy: the hotter one is
larger above it and smaller below it. -/
theorem fermi_crossing {T₁ T₂ : ℝ} (h₁ : 0 < T₁) (h : T₁ < T₂) (μ₁ μ₂ e : ℝ)
    (he : e ≠ (μ₁ * T₂ - μ₂ * T₁) / (T₂ - T₁)) :
    0 < (fermi T₂ μ₂ e - fermi T₁ μ₁ e) * (e - (μ₁ * T₂ - μ₂ * T₁) / (T₂ - T₁)) := by
  have h₂ : 0 < T₂ := h₁.trans h
  have hd : 0 < T₂ - T₁ := sub_pos.2 h
  have hd' : T₂ - T₁ ≠ 0 := hd.ne'
  have hq : 0 < (T₂ - T₁) / (T₁ * T₂) := by positivity
  -- the difference of reduced energies is linear in `e` and vanishes at the crossing
  have key : (e - μ₁) / T₁ - (e - μ₂) / T₂ =
      (e - (μ₁ * T₂ - μ₂ * T₁) / (T₂ - T₁)) * ((T₂ - T₁) / (T₁ * T₂)) := by
    field_simp
    ring
  rcases lt_or_gt_of_ne he with hlt | hgt
  · have hneg := mul_neg_of_neg_of_pos (sub_neg.2 hlt) hq
    have hf := (fermi_lt_iff T₂ μ₂ e T₁ μ₁ e).2 (by linarith)
    exact mul_pos_of_neg_of_neg (sub_neg.2 hf) (sub_neg.2 hlt)
  · have hpos := mul_pos (sub_pos.2 hgt) hq
    have hf := (fermi_lt_iff T₁ μ₁ e T₂ μ₂ e).2 (by linarith)
    exact mul_pos (sub_pos.2 hf) (sub_pos.2 hgt)
```

Take $0<T_1<T_2$ and any $\mu_1,\mu_2$. Putting the reduced energies over a common denominator gives
$$\frac{e-\mu_1}{T_1}-\frac{e-\mu_2}{T_2}=(e-c)\,\frac{T_2-T_1}{T_1T_2},\qquad c=\frac{\mu_1T_2-\mu_2T_1}{T_2-T_1}.$$
Above $c$ the colder reduced energy is the larger one, so the hotter occupation is larger. Below $c$ the order is reversed. With $f_1,f_2$ for the two Fermi functions, both cases say
$$\big(f_2(e)-f_1(e)\big)(e-c)>0\qquad(e\neq c).$$
In the code, `key` is the displayed identity, and `rcases` separates $e<c$ from $e>c$.

## At fixed levels and electron number, heating cannot lower the band energy

```lean
omit [DecidableEq n] in
/-- Heating a set of levels from `T₁ > 0` to `T₂ > T₁` at fixed total occupation never lowers
the band energy, and raises it if two levels differ. -/
theorem band_energy_heating (ε : n → ℝ) {T₁ T₂ μ₁ μ₂ : ℝ} (h₁ : 0 < T₁) (h : T₁ < T₂)
    (hN : ∑ k, fermi T₁ μ₁ (ε k) = ∑ k, fermi T₂ μ₂ (ε k)) :
    ∑ k, fermi T₁ μ₁ (ε k) * ε k ≤ ∑ k, fermi T₂ μ₂ (ε k) * ε k ∧
    ((∃ k l, ε k ≠ ε l) →
      ∑ k, fermi T₁ μ₁ (ε k) * ε k < ∑ k, fermi T₂ μ₂ (ε k) * ε k) := by
  have cross := fermi_crossing h₁ h μ₁ μ₂
  generalize (μ₁ * T₂ - μ₂ * T₁) / (T₂ - T₁) = c at cross
  have nonneg : ∀ k ∈ Finset.univ,
      0 ≤ (fermi T₂ μ₂ (ε k) - fermi T₁ μ₁ (ε k)) * (ε k - c) := by
    intro k _
    by_cases hk : ε k = c
    · rw [hk, sub_self, mul_zero]
    · exact (cross _ hk).le
  -- the crossing energy drops out because the electron number is fixed
  have total : ∑ k, (fermi T₂ μ₂ (ε k) - fermi T₁ μ₁ (ε k)) * (ε k - c) =
      ∑ k, fermi T₂ μ₂ (ε k) * ε k - ∑ k, fermi T₁ μ₁ (ε k) * ε k := by
    simp only [sub_mul, mul_sub, Finset.sum_sub_distrib, ← Finset.sum_mul]
    linear_combination c * hN
  refine ⟨by linarith [Finset.sum_nonneg nonneg], ?_⟩
  rintro ⟨k, l, hkl⟩
  have hex : ∃ m, ε m ≠ c := by
    by_contra hall
    push Not at hall
    exact hkl ((hall k).trans (hall l).symm)
  obtain ⟨m, hm⟩ := hex
  linarith [Finset.sum_pos' nonneg ⟨m, Finset.mem_univ m, cross _ hm⟩]
```

The hypothesis `hN` says that the total occupation is the same at both temperatures. Each term $(f_2(\varepsilon_k)-f_1(\varepsilon_k))(\varepsilon_k-c)$ is nonnegative: it is zero if $\varepsilon_k=c$ and positive otherwise. Summing,
$$0\le\sum_k\big(f_2(\varepsilon_k)-f_1(\varepsilon_k)\big)(\varepsilon_k-c)
=\sum_k f_2(\varepsilon_k)\varepsilon_k-\sum_k f_1(\varepsilon_k)\varepsilon_k-c\sum_k\big(f_2(\varepsilon_k)-f_1(\varepsilon_k)\big),$$
and the last sum vanishes. This is the first half of the statement. If two levels differ, they cannot both equal $c$, so at least one term is positive and the inequality is strict.

The step that removes $c$ is `linear_combination c * hN`. This tactic proves an equation from known ones: the user names the multiples to be used, and Lean checks by algebra that the left side minus the right side of the goal equals the same difference for the named combination. Here `simp` has first expanded the products and split the sums. What remains is $c$ times the difference of the two total occupations, which is $c$ times the equation `hN`. The multiplier $c$ plays the part of a shift of the energy zero, which at fixed electron number changes both band energies equally and leaves their difference unchanged.

## From levels to traces

```lean
private lemma orbitals_orthonormal (hH : H.IsHermitian) :
    star (hH.eigenvectorUnitary : Matrix n n ℝ) * (hH.eigenvectorUnitary : Matrix n n ℝ) = 1 :=
  Matrix.mem_unitaryGroup_iff'.1 hH.eigenvectorUnitary.2
```

This is $U^{\mathsf T}U=1$: the eigenvectors are orthonormal.

```lean
private lemma spectral (hH : H.IsHermitian) :
    H = (hH.eigenvectorUnitary : Matrix n n ℝ) * diagonal hH.eigenvalues *
      star (hH.eigenvectorUnitary : Matrix n n ℝ) := by
  have h := hH.spectral_theorem
  rw [Unitary.conjStarAlgAut_apply] at h
  exact h
```

This is the spectral theorem, $H=U\,\mathrm{diag}(\varepsilon_k)\,U^{\mathsf T}$.

```lean
/-- The electron number `tr P` is twice the sum of the Fermi occupations. -/
theorem trace_density (hH : H.IsHermitian) (T μ : ℝ) :
    trace (density hH T μ) = 2 * ∑ k, fermi T μ (hH.eigenvalues k) := by
  unfold density
  rw [Matrix.trace_mul_cycle, orbitals_orthonormal, Matrix.one_mul, Matrix.trace_diagonal,
    Finset.mul_sum]
```

Cyclic invariance of the trace brings $U^{\mathsf T}$ next to $U$, and
$$\mathrm{tr}\,P=\mathrm{tr}\big(U^{\mathsf T}U\,\mathrm{diag}(2f(\varepsilon_k))\big)=2\sum_k f(\varepsilon_k).$$

```lean
/-- The band energy `tr(PH)` is twice the occupation-weighted sum of the levels. -/
theorem trace_density_mul (hH : H.IsHermitian) (T μ : ℝ) :
    trace (density hH T μ * H) =
      2 * ∑ k, fermi T μ (hH.eigenvalues k) * hH.eigenvalues k := by
  have hU := orbitals_orthonormal hH
  have hs := spectral hH
  unfold density
  generalize (hH.eigenvectorUnitary : Matrix n n ℝ) = U at hU hs ⊢
  generalize hH.eigenvalues = ε at hs ⊢
  -- in the eigenvector basis both matrices are diagonal
  have hP : U * diagonal (fun k => 2 * fermi T μ (ε k)) * star U * H =
      U * (diagonal (fun k => 2 * fermi T μ (ε k)) * diagonal ε) * star U := by
    rw [hs]
    calc _ = U * diagonal (fun k => 2 * fermi T μ (ε k)) * (star U * U) *
          diagonal ε * star U := by simp only [Matrix.mul_assoc]
      _ = _ := by rw [hU, Matrix.mul_one]; simp only [Matrix.mul_assoc]
  rw [hP, Matrix.trace_mul_cycle, hU, Matrix.one_mul, Matrix.diagonal_mul_diagonal,
    Matrix.trace_diagonal, Finset.mul_sum]
  exact Finset.sum_congr rfl fun k _ => by ring
```

In the product $PH$ the inner factor $U^{\mathsf T}U$ is the identity, so
$$PH=U\,\mathrm{diag}\big(2f(\varepsilon_k)\varepsilon_k\big)\,U^{\mathsf T},\qquad \mathrm{tr}(PH)=2\sum_k f(\varepsilon_k)\varepsilon_k.$$
The intermediate statement `hP` carries out this cancellation, and the trace is then taken as before.

## The chemical potential exists and is unique

```lean
/-- For every `T > 0` and every electron number strictly between empty and full, exactly one
chemical potential gives that electron number. -/
theorem existsUnique_chemicalPotential (hH : H.IsHermitian) {T N : ℝ} (hT : 0 < T)
    (h0 : 0 < N) (h1 : N < 2 * Fintype.card n) :
    ∃! μ, trace (density hH T μ) = N := by
  simp only [trace_density]
  have hne : Nonempty n := by
    by_contra hn
    rw [not_nonempty_iff] at hn
    rw [Fintype.card_eq_zero, Nat.cast_zero] at h1
    linarith
  have hmono : StrictMono fun μ => 2 * ∑ k, fermi T μ (hH.eigenvalues k) := by
    intro a b hab
    have hs : ∑ k, fermi T a (hH.eigenvalues k) < ∑ k, fermi T b (hH.eigenvalues k) :=
      Finset.sum_lt_sum_of_nonempty Finset.univ_nonempty fun k _ =>
        (fermi_lt_iff _ _ _ _ _ _).2 (div_lt_div_of_pos_right (by linarith) hT)
    change 2 * _ < 2 * _
    linarith
  have hcont : Continuous fun μ => 2 * ∑ k, fermi T μ (hH.eigenvalues k) := by
    refine continuous_const.mul (continuous_finsetSum _ fun k _ => ?_)
    unfold fermi
    exact Continuous.inv₀ (by fun_prop) fun μ => by positivity
  -- all levels empty as `μ → -∞` and fill as `μ → ∞`
  have hbot (e : ℝ) : Tendsto (fun μ => fermi T μ e) atBot (𝓝 0) := by
    have h : Tendsto (fun μ : ℝ => (e + -μ) / T) atBot atTop :=
      (tendsto_atTop_add_const_left _ e tendsto_neg_atBot_atTop).atTop_div_const hT
    exact (tendsto_atTop_add_const_right _ 1 (Real.tendsto_exp_atTop.comp h)).inv_tendsto_atTop
  have htop (e : ℝ) : Tendsto (fun μ => fermi T μ e) atTop (𝓝 1) := by
    have h : Tendsto (fun μ : ℝ => (e + -μ) / T) atTop atBot :=
      (tendsto_atBot_add_const_left _ e tendsto_neg_atTop_atBot).atBot_div_const hT
    have h' := ((Real.tendsto_exp_atBot.comp h).add_const 1).inv₀ (by norm_num)
    rw [zero_add, inv_one] at h'
    exact h'
  have hb := (tendsto_finsetSum Finset.univ fun k _ => hbot (hH.eigenvalues k)).const_mul 2
  have ht := (tendsto_finsetSum Finset.univ fun k _ => htop (hH.eigenvalues k)).const_mul 2
  obtain ⟨a, ha⟩ := (hb.eventually_lt_const (u := N) (by simpa using h0)).exists
  obtain ⟨b, hb'⟩ := (ht.eventually_const_lt (u := N) (by simpa using h1)).exists
  obtain ⟨μ, hμ⟩ := mem_range_of_exists_le_of_exists_ge hcont ⟨a, ha.le⟩ ⟨b, hb'.le⟩
  exact ⟨μ, hμ, fun ν hν => hmono.injective (hν.trans hμ.symm)⟩
```

The symbol `∃!` means "there is exactly one". Let $|n|$ be the number of orbitals and $0<N<2|n|$; there is then at least one orbital. At fixed $T>0$ the electron number $2\sum_k f_{T,\mu}(\varepsilon_k)$ is continuous and strictly increasing in $\mu$. It tends to $0$ as $\mu\to-\infty$ and to $2|n|$ as $\mu\to\infty$. It therefore lies below $N$ somewhere and above $N$ somewhere else, and the intermediate value theorem gives a $\mu$ at which it equals $N$. Strict monotonicity excludes a second one.

The names `hmono`, `hcont`, `hbot` and `htop` mark these ingredients. `Tendsto` expresses a limit, with `atBot` and `atTop` for $\mp\infty$.

## Net bonding under Fermi smearing

```lean
/-- With constant diagonal `a`, the off-diagonal ICOHP is the band energy minus `a` times the
electron number. -/
theorem icohp_of_constant_diagonal {a : ℝ} (hd : ∀ i, H i i = a) (P : Matrix n n ℝ) :
    icohp H P = trace (P * H) - a * trace P := by
  rw [icohp_eq_trace_sub]
  simp only [hd, ← Finset.sum_mul, Matrix.trace, Matrix.diag_apply]
  ring
```

If $H_{ii}=a$ for every $i$, the on-site part is $a\sum_iP_{ii}=a\,\mathrm{tr}\,P$, hence
$$\mathrm{ICOHP}=\mathrm{tr}(PH)-a\,\mathrm{tr}\,P.$$

```lean
/-- Fermi smearing never strengthens net bonding: for symmetric `H` with constant diagonal and
a chemical potential `μ T` that fixes the electron number, the total off-diagonal ICOHP is
nondecreasing in `T > 0`. -/
theorem icohp_monotone (hH : H.IsHermitian) {a N : ℝ} (hd : ∀ i, H i i = a) (μ : ℝ → ℝ)
    (hN : ∀ T > 0, trace (density hH T (μ T)) = N) :
    MonotoneOn (fun T => icohp H (density hH T (μ T))) (Set.Ioi 0) := by
  intro T₁ h₁ T₂ h₂ h
  rcases h.eq_or_lt with rfl | h
  · exact le_rfl
  have e₁ := hN T₁ h₁
  have e₂ := hN T₂ h₂
  beta_reduce
  rw [icohp_of_constant_diagonal hd, icohp_of_constant_diagonal hd, e₁, e₂,
    trace_density_mul, trace_density_mul]
  rw [trace_density] at e₁ e₂
  linarith [(band_energy_heating hH.eigenvalues (μ₁ := μ T₁) (μ₂ := μ T₂) h₁ h
    (by linarith)).1]
```

The function `μ` assigns a chemical potential to each temperature, and `hN` requires $\mathrm{tr}\,P=N$ for all $T>0$. The preceding existence theorem provides such a function for every $N$ strictly between empty and full. `MonotoneOn` with `Set.Ioi 0` says "nondecreasing on $(0,\infty)$".

For $T_1<T_2$ the term $aN$ is the same at both temperatures, so
$$\mathrm{ICOHP}(T_2)-\mathrm{ICOHP}(T_1)=2\sum_k\big(f_2(\varepsilon_k)-f_1(\varepsilon_k)\big)\varepsilon_k\ge0.$$
The code treats $T_1=T_2$ separately, rewrites both ICOHPs as band energies, and lets `linarith`, which handles linear inequalities, finish from the band-energy theorem.

For a finite non-interacting model with equal on-site energies, such as a ring of identical orbitals, a larger Fermi smearing width at fixed electron number can thus only leave the summed ICOHP unchanged or make it less bonding. The matrix $H$ is held fixed, so self-consistent changes of the Hamiltonian and thermal motion of the nuclei do not enter. The statement concerns the total and not any single bond. With unequal on-site energies, the on-site part may itself change with $T$, and the argument no longer determines the sign.

```lean
/-- For symmetric `H` with constant diagonal and at least one nonzero coupling between distinct
orbitals, and a chemical potential `μ T` that fixes the electron number, the total off-diagonal
ICOHP strictly increases with `T > 0`. -/
theorem icohp_strictMono (hH : H.IsHermitian) {a N : ℝ} (hd : ∀ i, H i i = a) (μ : ℝ → ℝ)
    (hN : ∀ T > 0, trace (density hH T (μ T)) = N) {i j : n} (hij : i ≠ j)
    (hc : H i j ≠ 0) :
    StrictMonoOn (fun T => icohp H (density hH T (μ T))) (Set.Ioi 0) := by
  -- equal levels would make `H` a multiple of the identity, without couplings
  have hlev : ∃ k l, hH.eigenvalues k ≠ hH.eigenvalues l := by
    by_contra hall
    push Not at hall
    have hs := spectral hH
    have hE : hH.eigenvalues = fun _ => hH.eigenvalues i := funext fun k => hall k i
    have hU := Matrix.mem_unitaryGroup_iff.1 hH.eigenvectorUnitary.2
    generalize hH.eigenvalues i = c at hE
    rw [hE, ← Matrix.smul_one_eq_diagonal, Matrix.mul_smul, Matrix.mul_one,
      Matrix.smul_mul, hU] at hs
    apply hc
    rw [hs, Matrix.smul_apply, Matrix.one_apply_ne hij, smul_zero]
  intro T₁ h₁ T₂ h₂ h
  have e₁ := hN T₁ h₁
  have e₂ := hN T₂ h₂
  beta_reduce
  rw [icohp_of_constant_diagonal hd, icohp_of_constant_diagonal hd, e₁, e₂,
    trace_density_mul, trace_density_mul]
  rw [trace_density] at e₁ e₂
  linarith [(band_energy_heating hH.eigenvalues (μ₁ := μ T₁) (μ₂ := μ T₂) h₁ h
    (by linarith)).2 hlev]

end

end FermiSmearingICOHP
```

One nonzero coupling $H_{ij}$ with $i\neq j$ makes the increase strict. If all levels had the same value $c$, then $H=U(c\,1)U^{\mathsf T}=c\,1$, which has no off-diagonal elements. So two levels differ, and the strict half of the band-energy theorem applies. Here $c$ is the common level and not the crossing energy used earlier.

```lean
#print axioms FermiSmearingICOHP.existsUnique_chemicalPotential
#print axioms FermiSmearingICOHP.icohp_of_constant_diagonal
#print axioms FermiSmearingICOHP.icohp_monotone
#print axioms FermiSmearingICOHP.icohp_strictMono
```

```
'FermiSmearingICOHP.existsUnique_chemicalPotential' depends on axioms: [propext, Classical.choice, Quot.sound]
'FermiSmearingICOHP.icohp_of_constant_diagonal' depends on axioms: [propext, Classical.choice, Quot.sound]
'FermiSmearingICOHP.icohp_monotone' depends on axioms: [propext, Classical.choice, Quot.sound]
'FermiSmearingICOHP.icohp_strictMono' depends on axioms: [propext, Classical.choice, Quot.sound]
```

## A three-orbital ring with two electrons

Let $H_{ii}=0$ and $H_{ij}=-1$ for $i\neq j$. The levels are $-2,1,1$, and $N=2$ requires $f(-2)+2f(1)=1$.

- At $T_1=3/\ln 10\approx1.30$ and $\mu_1=1-T_1\ln5\approx-1.10$, the occupations are $f(-2)=\tfrac23$ and $f(1)=\tfrac16$. Then $\mathrm{ICOHP}=2\left(-\tfrac43+\tfrac13\right)=-2$.
- At $T_2=3/\ln3\approx2.73$ and $\mu_2=-2$, they are $f(-2)=\tfrac12$ and $f(1)=\tfrac14$. Then $\mathrm{ICOHP}=2\left(-1+\tfrac12\right)=-1$.

The off-diagonal elements $P_{ij}=\tfrac23\big(f(-2)-f(1)\big)$ are $\tfrac13$ and $\tfrac16$ respectively. Summing $P_{ij}H_{ji}$ over the six ordered pairs again gives $-2$ and $-1$. The Fermi functions cross at $c\approx-0.27$, between the level that loses electrons and the two that gain them.
